# Exact charge, exact centre and constant spread on three nodes: the weight at -1 vanishes at offset 1/2 only for the triangular-shaped cloud

A particle-mesh code assigns each point charge to nodes of a grid before it solves the Poisson equation there. It is desirable that the assigned charge does not jump when the particle's nearest node changes. In one dimension, take the nearest node and its two neighbours, and require exact total charge, exact centre and a mean squared distance from the particle that is the same at every offset. The absence of a jump then fixes the weights completely.

```lean
import Mathlib

open Finset

namespace TriangularShapedCloud

noncomputable section

/-- Positions of the three grid nodes that receive charge, in units of the grid spacing and
relative to the node nearest to the particle. -/
def node : Fin 3 → ℝ := ![-1, 0, 1]

/-- The moment of order `n` of a charge distribution on the three nodes. -/
def moment (n : ℕ) (q : Fin 3 → ℝ) : ℝ := ∑ i, node i ^ n * q i

/-- An assignment scheme `w` gives a particle at offset `x` the weights `w x`. For every offset
in the cell the total is `1`, the first moment is `x` and the second moment is `x ^ 2 + c`. -/
def HasMoments (c : ℝ) (w : ℝ → Fin 3 → ℝ) : Prop :=
  ∀ x, |x| ≤ 1 / 2 →
    moment 0 (w x) = 1 ∧ moment 1 (w x) = x ∧ moment 2 (w x) = x ^ 2 + c

/-- Formulas that give the triangular-shaped cloud weights on the nodes `-1, 0, 1` for offsets `x`
with `|x| ≤ 1 / 2`. -/
def tsc (x : ℝ) : Fin 3 → ℝ :=
  ![(1 / 2 - x) ^ 2 / 2, 3 / 4 - x ^ 2, (1 / 2 + x) ^ 2 / 2]

/-- The first three moments written out in terms of the charges on the nodes. -/
theorem moment_values (q : Fin 3 → ℝ) :
    moment 0 q = q 0 + q 1 + q 2 ∧ moment 1 q = q 2 - q 0 ∧ moment 2 q = q 0 + q 2 := by
  refine ⟨?_, ?_, ?_⟩ <;> simp [moment, node, Fin.sum_univ_three]
  ring

/-- The three moment conditions determine the weights at every offset in the cell. -/
theorem weights_eq {c : ℝ} {w : ℝ → Fin 3 → ℝ} (h : HasMoments c w) {x : ℝ}
    (hx : |x| ≤ 1 / 2) :
    w x 0 = (x ^ 2 - x + c) / 2 ∧ w x 1 = 1 - c - x ^ 2 ∧ w x 2 = (x ^ 2 + x + c) / 2 := by
  obtain ⟨h0, h1, h2⟩ := h x hx
  obtain ⟨m0, m1, m2⟩ := moment_values (w x)
  rw [m0] at h0
  rw [m1] at h1
  rw [m2] at h2
  -- three linear equations for three unknown weights
  refine ⟨?_, ?_, ?_⟩ <;> linarith

/-- For every `c` the quadratic weights shown here satisfy the moment conditions. -/
theorem hasMoments_witness (c : ℝ) :
    HasMoments c
      (fun x => ![(x ^ 2 - x + c) / 2, 1 - c - x ^ 2, (x ^ 2 + x + c) / 2]) := by
  intro x _
  obtain ⟨m0, m1, m2⟩ :=
    moment_values ![(x ^ 2 - x + c) / 2, 1 - c - x ^ 2, (x ^ 2 + x + c) / 2]
  refine ⟨m0.trans ?_, m1.trans ?_, m2.trans ?_⟩
  · show (x ^ 2 - x + c) / 2 + (1 - c - x ^ 2) + (x ^ 2 + x + c) / 2 = 1
    ring
  · show (x ^ 2 + x + c) / 2 - (x ^ 2 - x + c) / 2 = x
    ring
  · show (x ^ 2 - x + c) / 2 + (x ^ 2 + x + c) / 2 = x ^ 2 + c
    ring

/-- The mean squared distance of the assigned charge from the particle is `c`, wherever the
particle sits in the cell. -/
theorem spread_eq {c : ℝ} {w : ℝ → Fin 3 → ℝ} (h : HasMoments c w) {x : ℝ}
    (hx : |x| ≤ 1 / 2) : ∑ i, (node i - x) ^ 2 * w x i = c := by
  obtain ⟨e0, e1, e2⟩ := weights_eq h hx
  rw [Fin.sum_univ_three, e0, e1, e2]
  show (-1 - x) ^ 2 * ((x ^ 2 - x + c) / 2) + (0 - x) ^ 2 * (1 - c - x ^ 2)
    + (1 - x) ^ 2 * ((x ^ 2 + x + c) / 2) = c
  ring

/-- All weights are nonnegative throughout the cell exactly when `c` lies between `1/4`
and `3/4`. -/
theorem nonneg_iff {c : ℝ} {w : ℝ → Fin 3 → ℝ} (h : HasMoments c w) :
    (∀ x, |x| ≤ 1 / 2 → ∀ i, 0 ≤ w x i) ↔ 1 / 4 ≤ c ∧ c ≤ 3 / 4 := by
  constructor
  · intro hw
    -- the cell boundary gives both bounds
    have hx : |(1 / 2 : ℝ)| ≤ 1 / 2 := abs_le.mpr ⟨by norm_num, by norm_num⟩
    obtain ⟨e0, e1, _⟩ := weights_eq h hx
    have p0 := hw (1 / 2) hx 0
    have p1 := hw (1 / 2) hx 1
    rw [e0] at p0
    rw [e1] at p1
    constructor <;> linarith
  · rintro ⟨hl, hu⟩ x hx i
    obtain ⟨e0, e1, e2⟩ := weights_eq h hx
    obtain ⟨ha, hb⟩ := abs_le.mp hx
    fin_cases i
    · show 0 ≤ w x 0
      rw [e0]
      nlinarith [sq_nonneg (x - 1 / 2)]
    · show 0 ≤ w x 1
      rw [e1]
      have hp : 0 ≤ (1 / 2 - x) * (1 / 2 + x) :=
        mul_nonneg (by linarith) (by linarith)
      nlinarith [hp]
    · show 0 ≤ w x 2
      rw [e2]
      nlinarith [sq_nonneg (x + 1 / 2)]

/-- The weight on node `-1` vanishes for a particle at offset `1/2` exactly when `c = 1/4`; at every
offset in the cell the weights are then those of `tsc`, and all are nonnegative. -/
theorem tsc_unique {c : ℝ} {w : ℝ → Fin 3 → ℝ} (h : HasMoments c w) :
    (w (1 / 2) 0 = 0 ↔ c = 1 / 4) ∧
      (c = 1 / 4 → ∀ x, |x| ≤ 1 / 2 → w x = tsc x ∧ ∀ i, 0 ≤ w x i) := by
  constructor
  · have hx : |(1 / 2 : ℝ)| ≤ 1 / 2 := abs_le.mpr ⟨by norm_num, by norm_num⟩
    obtain ⟨e0, _, _⟩ := weights_eq h hx
    rw [e0]
    constructor <;> intro hc <;> linarith
  · intro hc x hx
    refine ⟨?_, (nonneg_iff h).2 ⟨by linarith, by linarith⟩ x hx⟩
    obtain ⟨e0, e1, e2⟩ := weights_eq h hx
    rw [hc] at e0 e1 e2
    -- at c = 1/4 the outer weights become perfect squares
    funext i
    fin_cases i
    · show w x 0 = (1 / 2 - x) ^ 2 / 2
      rw [e0]; ring
    · show w x 1 = 3 / 4 - x ^ 2
      rw [e1]; ring
    · show w x 2 = (1 / 2 + x) ^ 2 / 2
      rw [e2]; ring

/-- A particle midway between nodes `0` and `1` can be assigned from either node. The two charge
distributions on the nodes `-1, 0, 1, 2` agree exactly when `c = 1/4`. -/
theorem handover_iff {c : ℝ} {w : ℝ → Fin 3 → ℝ} (h : HasMoments c w) :
    ![w (1 / 2) 0, w (1 / 2) 1, w (1 / 2) 2, 0] =
      ![0, w (-1 / 2) 0, w (-1 / 2) 1, w (-1 / 2) 2] ↔ c = 1 / 4 := by
  have hp : |(1 / 2 : ℝ)| ≤ 1 / 2 := abs_le.mpr ⟨by norm_num, by norm_num⟩
  have hm : |(-1 / 2 : ℝ)| ≤ 1 / 2 := abs_le.mpr ⟨by norm_num, by norm_num⟩
  obtain ⟨p0, p1, p2⟩ := weights_eq h hp
  obtain ⟨m0, m1, m2⟩ := weights_eq h hm
  constructor
  · intro e
    -- node -1 is out of reach when the particle is assigned from node 1
    have e0 : w (1 / 2) 0 = 0 := congrFun e 0
    exact (tsc_unique h).1.1 e0
  · intro hc
    funext i
    fin_cases i
    · show w (1 / 2) 0 = 0
      linarith
    · show w (1 / 2) 1 = w (-1 / 2) 0
      linarith
    · show w (1 / 2) 2 = w (-1 / 2) 1
      linarith
    · show 0 = w (-1 / 2) 2
      linarith

end

end TriangularShapedCloud
```

```lean
#print axioms TriangularShapedCloud.weights_eq
#print axioms TriangularShapedCloud.spread_eq
#print axioms TriangularShapedCloud.handover_iff
```

```
'TriangularShapedCloud.weights_eq' depends on axioms: [propext, Classical.choice, Quot.sound]
'TriangularShapedCloud.spread_eq' depends on axioms: [propext, Classical.choice, Quot.sound]
'TriangularShapedCloud.handover_iff' depends on axioms: [propext, Classical.choice, Quot.sound]
```

## Offsets, nodes and moments

A particle of unit charge sits at offset \(x\) from its nearest grid node, in units of the grid spacing, so \(|x|\le 1/2\). The charge is shared among the nodes at \(-1\), \(0\) and \(1\). In the text a node is named by its position, while the weights carry Lean's indices 0, 1, 2: \(w_0\) is the weight at \(-1\), \(w_1\) the weight at \(0\), and \(w_2\) the weight at \(1\). The expression `w x 0` is therefore \(w_0(x)\), the charge on the left-hand node.

An assignment scheme is any function `w : ℝ → Fin 3 → ℝ`. No continuity, symmetry or sign is assumed. The predicate `HasMoments c w` demands, at every offset in the cell,

\[
w_0+w_1+w_2=1,\qquad w_2-w_0=x,\qquad w_0+w_2=x^2+c .
\]

The first condition conserves charge and the second puts the centre of charge at the particle. The third, with the same number \(c\) at every offset, says that the assigned charge has a constant mean squared distance from the particle:

\[
\sum_i (\text{node}_i-x)^2w_i=(x^2+c)-2x\cdot x+x^2\cdot 1=c .
\]

This is `spread_eq`. Physically, the smearing introduced by the grid then has the same second moment wherever the particle sits in its cell. If a smooth field \(\phi\) varies slowly on the scale of the grid, the second-order error of \(\sum_i w_i\,\phi(\text{node}_i)\) as an approximation to \(\phi(x)\) is \(\tfrac c2\,\phi''(x)\), with the same coefficient at every offset.

The main theorem, `tsc_unique`, takes a scheme with these moments and states two things. The weight \(w_0(1/2)\) is zero exactly when \(c=1/4\). If \(c=1/4\), then at every offset in the cell the weights equal `tsc x`, that is,

\[
\tfrac12\left(\tfrac12-x\right)^2,\qquad \tfrac34-x^2,\qquad \tfrac12\left(\tfrac12+x\right)^2,
\]

and none of them is negative. Nothing is said about `w` at offsets beyond the cell.

## Solving for the weights

Adding and subtracting the second and third moment equations gives the outer weights, and the first equation then gives the central one:

\[
w_0=\frac{x^2-x+c}{2},\qquad w_1=1-c-x^2,\qquad w_2=\frac{x^2+x+c}{2}.
\]

For each \(c\) there is thus exactly one scheme on the cell, and \(c\) is the only freedom left. At the right-hand edge of the cell,

\[
w_0\left(\tfrac12\right)=\frac12\left(\frac14-\frac12+c\right)=\frac12\left(c-\frac14\right),
\]

which vanishes if and only if \(c=1/4\). For that value \(x^2\mp x+\tfrac14=(x\mp\tfrac12)^2\), so the outer weights become half of perfect squares, and the central weight becomes \(3/4-x^2\).

The signs for general \(c\) follow from

\[
w_0=\tfrac12\left[\left(x-\tfrac12\right)^2+c-\tfrac14\right],\qquad
w_2=\tfrac12\left[\left(x+\tfrac12\right)^2+c-\tfrac14\right].
\]

Each outer weight reaches its minimum \((c-1/4)/2\) at one edge of the cell, and \(w_1\) reaches its minimum \(3/4-c\) at both edges. All weights are nonnegative throughout the cell exactly when \(1/4\le c\le 3/4\), which is `nonneg_iff`. The triangular-shaped cloud is therefore the nonnegative scheme of smallest spread in this family.

## Changing the nearest node

A particle midway between nodes \(0\) and \(1\) has offset \(1/2\) from the first and \(-1/2\) from the second. Either may be called the nearest node. On the four nodes \(-1,0,1,2\) the two choices give

\[
\left(\tfrac{c-1/4}{2},\ \tfrac34-c,\ \tfrac{c+3/4}{2},\ 0\right)
\quad\text{and}\quad
\left(0,\ \tfrac{c+3/4}{2},\ \tfrac34-c,\ \tfrac{c-1/4}{2}\right).
\]

Equality of the first entries forces \(c=1/4\), and then both lists are \((0,\tfrac12,\tfrac12,0)\). The theorem `handover_iff` states this equivalence. It supplies the physical reason for asking that \(w_0\) vanish at \(x=1/2\): otherwise, a particle crossing the midpoint would change the grid charge abruptly, and with it the computed potential.

## Two offsets in numbers

Take \(c=1/4\) and \(x=0.2\). The weights are \(0.3^2/2=0.045\), \(0.75-0.04=0.71\) and \(0.7^2/2=0.245\). Their sum is \(1\), the first moment is \(0.245-0.045=0.2\), and the second moment is \(0.045+0.245=0.29=0.2^2+0.25\).

Now take \(c=1/2\), which also keeps all weights nonnegative. At the midpoint the two choices of nearest node give \((\tfrac18,\tfrac14,\tfrac58,0)\) and \((0,\tfrac58,\tfrac14,\tfrac18)\). Both have the correct charge, centre and second moment, yet they are different distributions.

For \(c=0\) the assigned charge has the same moments as the point particle up to second order. The weights are then \((x^2-x)/2\), \(1-x^2\) and \((x^2+x)/2\), the quadratic Lagrange interpolation polynomials. At \(x=1/2\) they are \(-\tfrac18,\tfrac34,\tfrac38\), so zero spread is bought with a negative weight.

## From moment equations to Lean proofs

The lemma `moment_values` expands the three sums over nodes into the equations used above. In the moment of order zero, the central node contributes because Lean takes \(0^0=1\), as the usual convention for moments requires. With these expressions in place, `weights_eq` solves the system by `linarith`: the equations are linear in the weights, and \(x^2\) enters only as a known quantity.

The converse is `hasMoments_witness`, which inserts the quadratic weights into the moment conditions and checks the three identities with `ring`. Every real \(c\) is therefore realised by some scheme. The proof of `spread_eq` also substitutes the solved weights and lets `ring` simplify, where the derivation above combined the moments directly.

For `nonneg_iff`, the forward direction needs only the offset \(x=1/2\): nonnegativity of \(w_0\) there gives \(c\ge 1/4\), and nonnegativity of \(w_1\) gives \(c\le 3/4\). In the reverse direction, `nlinarith` receives the squares \((x\mp1/2)^2\ge0\) for the outer weights. For the central weight it receives \((1/2-x)(1/2+x)\ge0\), which is the bound \(x^2\le1/4\) in factored form.

The first half of `tsc_unique` evaluates \(w_0\) at \(1/2\) and leaves a linear equation in \(c\). The second half sets \(c=1/4\), compares the weights node by node with `ring`, and takes the signs from `nonneg_iff`. In `handover_iff`, the forward direction reads off the entry for node \(-1\), which is zero when the particle is assigned from node \(1\), and applies `tsc_unique`. The reverse direction compares all four entries.

## Reach of the result

The theorems concern one particle on a uniform one-dimensional grid. The weights in `tsc` are given by their formulas and are not derived by integrating a triangular charge density over grid cells. Smoothness of the forces, aliasing in Fourier space and products of weights in three dimensions are not treated. For particle-mesh simulation, the result identifies the single value of the spread at which a three-node scheme with these moments passes a charge from one nearest node to the next without a jump.
